# For the trial function $\cos^p x$ in a box, with $1/2<p\le 3/2$, the local-energy variance is finite only at $p=1$

## Why doesn't the variance become small as the trial function becomes exact?

I call the local-energy variance finite when the squared deviation of the local energy $H\psi/\psi$ from the mean energy, weighted by the squared trial function, is integrable over the open box. The walls themselves are left out.

My test case is one particle with $H=-\tfrac12\,d^2/dx^2$ in the box $(-\pi/2,\pi/2)$, and the trial function is $\psi_p(x)=\cos^p x$. At $p=1$ this is the exact ground state. The energy behaves as I expect, with a smooth minimum there. I expected the variance to fall smoothly to zero as well, but at $p=1.1$ my sampled variance never settles, however long I run. How can a trial function so close to the exact one have such a bad variance?

## A small coefficient in front of a divergent integral

Your definition makes divergence a property of the trial function, and that is what you are seeing. Unless $p=1$, the local energy has a $1/\cos^2 x$ singularity at the walls. Its coefficient shrinks as $p\to1$, but for $p\le 3/2$ it multiplies an infinite integral in the variance. The mean energy contains a weaker singularity, which is integrable for every $p>1/2$.

**The local energy.** Write $c=\cos x$, which is positive inside the box. Then $\psi_p'=-p\sin x\,c^{p-1}$, and

$$\psi_p''=-p\,c^p+p(p-1)\sin^2x\,c^{p-2}=-p^2c^p+p(p-1)c^{p-2},$$

where the last step uses $\sin^2x=1-c^2$. Hence

$$H\psi_p=\frac{p^2}{2}c^p-\frac{p(p-1)}{2}c^{p-2},\qquad
E_L(x)=\frac{H\psi_p}{\psi_p}=\frac{p^2}{2}-\frac{p(p-1)}{2\cos^2x}.$$

At $p=1$ the singular term is absent and $E_L=1/2$ everywhere.

**The mean energy.** Let $M(q)=\int_{-\pi/2}^{\pi/2}\cos^q x\,dx$. At distance $d$ from the nearer wall, $\cos x=\sin d\ge 2d/\pi$. For $-1<q<0$ the integrand is therefore at most $(2d/\pi)^q$, which is integrable; for $q\ge0$ it is bounded. For $q>-1$,

$$\frac{d}{dx}\left(\sin x\,c^{q+1}\right)=c^{q+2}-(q+1)\sin^2x\,c^q=(q+2)c^{q+2}-(q+1)c^q.$$

The function being differentiated vanishes at both walls, so $(q+1)M(q)=(q+2)M(q+2)$. With $q=2p-2$ this reads $(2p-1)M(2p-2)=2p\,M(2p)$, and the mean energy is

$$E(p)=\frac{p^2}{2}-\frac{p(p-1)}{2}\,\frac{M(2p-2)}{M(2p)}
=\frac{p^2}{2}-\frac{p^2(p-1)}{2p-1}=\frac{p^2}{2(2p-1)}.$$

Subtracting the exact value gives

$$E(p)-\frac12=\frac{(p-1)^2}{2(2p-1)}\ge0,$$

with equality only at $p=1$.

**The variance.** Set $a=p^2/2-E(p)$ and $b=p(p-1)/2$. The weighted squared deviation is

$$(E_L-E)^2\psi_p^2=(a\,c^p-b\,c^{p-2})^2=a^2c^{2p}-2ab\,c^{2p-2}+b^2c^{2p-4}.$$

The first two terms are integrable for $p>1/2$. For $p\le3/2$ the exponent in the third satisfies $2p-4\le-1$. Since $0<c\le1$ and $c=\sin d\le d$, we get $c^{2p-4}\ge 1/c\ge 1/d$, whose integral diverges logarithmically at the wall. Only $b=0$ can remove this term, and for $p>1/2$ that means $p=1$. There $a=0$ too, and the whole expression vanishes.

At your $p=1.1$, then, every finite sample has a finite variance, but there is no finite population value for it to settle to. A variance minimisation that draws its samples from $\psi_p^2$ at each $p$ still has finite numbers to compare, and at $p=1$ the sampled variance is exactly zero. At any other $p$ within $1/2<p\le3/2$, however, these numbers do not estimate a finite population variance, whereas the mean energy is finite throughout that range and has its unique minimum at $p=1$.

### The quantities and hypotheses in Lean

`box` is the open interval, `trial p x` is $\cos^p x$ with a real exponent, and `hamiltonian` is $-\tfrac12$ times the ordinary second derivative, in atomic units. `localEnergy` is the pointwise ratio $H\psi_p/\psi_p$, and `energy` is the normalised quotient $\int\psi_pH\psi_p/\int\psi_p^2$.

`FiniteVariance p` says that the weighted squared deviation is integrable over `box`. The weight $\psi_p^2$ is not normalised; the usual variance divides by $M(2p)$, which is positive and finite, so finiteness is unaffected. Integrability is the right thing to ask for because Mathlib gives the integral of a non-integrable function the value zero, which would make a divergent variance look perfect.

There are three main statements:

- `energy_eq`: for every real $p>1/2$, the energy is $p^2/(2(2p-1))$.
- `energy_min`: for the same $p$, the energy is at least $1/2$, and equals $1/2$ exactly when $p=1$.
- `finiteVariance_iff`: for $1/2<p\le3/2$, the variance is finite exactly when $p=1$.

The condition $p>1/2$ stands for a finite mean kinetic energy: for $0<p\le1/2$ the term $c^{2p-2}$ is not integrable. The minimum is taken within this family of trial functions. The theorems give no value for the variance when $p>3/2$, and they do not model sampling or an optimisation algorithm.

```lean
import Mathlib

open Real MeasureTheory Set
open scoped Topology

namespace BoxVarianceMinimization

noncomputable section

/-- The interior of the box, the open interval from `-π/2` to `π/2`. -/
abbrev box : Set ℝ := Ioo (-(π / 2)) (π / 2)

/-- The trial wave function `cos(x)^p`, used inside the box. -/
def trial (p x : ℝ) : ℝ := cos x ^ p

/-- The Hamiltonian of a free particle of unit mass in one dimension, in atomic units,
`-(1/2) d²/dx²`. -/
def hamiltonian (f : ℝ → ℝ) (x : ℝ) : ℝ := -(1 / 2) * deriv (deriv f) x

/-- The local energy `(Hψ)(x)/ψ(x)` of the trial function, for `x` inside the box. -/
def localEnergy (p x : ℝ) : ℝ := hamiltonian (trial p) x / trial p x

/-- The variational energy `∫ψHψ / ∫ψ²` over the box, for `p > 1/2`. -/
def energy (p : ℝ) : ℝ :=
  (∫ x in box, trial p x * hamiltonian (trial p) x) / ∫ x in box, trial p x ^ 2

/-- The local-energy variance is finite: the squared deviation of the local energy from the
variational energy, weighted by `ψ²`, is integrable over the box (for `p > 1/2`). -/
def FiniteVariance (p : ℝ) : Prop :=
  IntegrableOn (fun x => (localEnergy p x - energy p) ^ 2 * trial p x ^ 2) box

/-- Inside the box, `H` turns `cos^p` into a combination of `cos^p` and `cos^(p-2)`. -/
theorem hamiltonian_trial (p : ℝ) {x : ℝ} (hx : x ∈ box) :
    hamiltonian (trial p) x = p ^ 2 / 2 * cos x ^ p - p * (p - 1) / 2 * cos x ^ (p - 2) := by
  have hc : 0 < cos x := Real.cos_pos_of_mem_Ioo hx
  have h2 : deriv (trial p) =ᶠ[𝓝 x] fun y => -sin y * p * cos y ^ (p - 1) := by
    filter_upwards [isOpen_Ioo.mem_nhds hx] with y hy
    exact ((Real.hasDerivAt_cos y).rpow_const
      (Or.inl (Real.cos_pos_of_mem_Ioo hy).ne')).deriv
  have h3 := ((Real.hasDerivAt_sin x).fun_neg.mul_const p).fun_mul
    ((Real.hasDerivAt_cos x).rpow_const (p := p - 1) (Or.inl hc.ne'))
  have e1 := Real.rpow_add hc (p - 2) 2
  rw [Real.rpow_two, sub_add_cancel] at e1
  have e2 := Real.rpow_add_one hc.ne' (p - 2)
  rw [show p - 2 + 1 = p - 1 by ring] at e2
  unfold hamiltonian
  rw [h2.deriv_eq, h3.deriv, show p - 1 - 1 = p - 2 by ring, e2, e1]
  linear_combination (-(p * (p - 1) / 2) * cos x ^ (p - 2)) * Real.sin_sq_add_cos_sq x

/-- For `q > -1` the function `cos^q` is integrable over the box, its integral is positive,
and the integrals of `cos^q` and `cos^(q+2)` are in the ratio `(q+2) : (q+1)`. -/
theorem cos_moment {q : ℝ} (hq : -1 < q) :
    IntegrableOn (fun x => cos x ^ q) box ∧ 0 < ∫ x in box, cos x ^ q ∧
      (q + 1) * ∫ x in box, cos x ^ q = (q + 2) * ∫ x in box, cos x ^ (q + 2) := by
  have hlt : -(π / 2) < π / 2 := by linarith [Real.pi_pos]
  have hF : ∀ x ∈ box, HasDerivAt (fun y => sin y * cos y ^ (q + 1))
      ((q + 2) * cos x ^ (q + 2) - (q + 1) * cos x ^ q) x := by
    intro x hx
    have hc : 0 < cos x := Real.cos_pos_of_mem_Ioo hx
    refine ((Real.hasDerivAt_sin x).fun_mul
      ((Real.hasDerivAt_cos x).rpow_const (p := q + 1) (Or.inl hc.ne'))).congr_deriv ?_
    rw [add_sub_cancel_right, Real.rpow_add hc q 2, Real.rpow_two, Real.rpow_add_one hc.ne']
    linear_combination (-(q + 1) * cos x ^ q) * Real.sin_sq_add_cos_sq x
  have hFc : Continuous (fun y => sin y * cos y ^ (q + 1)) := Real.continuous_sin.mul
    (Real.continuous_cos.rpow_const fun _ => Or.inr (by linarith))
  have hC : Continuous (fun y => cos y ^ (q + 2)) :=
    Real.continuous_cos.rpow_const fun _ => Or.inr (by linarith)
  -- a function continuous on a bounded closed interval, with nonnegative derivative inside,
  -- has an integrable derivative there
  have hK : IntegrableOn
      (fun x => (q + 2) - ((q + 2) * cos x ^ (q + 2) - (q + 1) * cos x ^ q))
      (Ioc (-(π / 2)) (π / 2)) := by
    refine intervalIntegral.integrableOn_deriv_of_nonneg
      (g := fun x => (q + 2) * x - sin x * cos x ^ (q + 1))
      ((continuous_const.mul continuous_id).sub hFc).continuousOn
      (fun x hx => (((hasDerivAt_id' x).const_mul (q + 2)).fun_sub (hF x hx)).congr_deriv
        (by ring)) (fun x hx => ?_)
    have hc : 0 < cos x := Real.cos_pos_of_mem_Ioo hx
    have h1 := Real.rpow_le_one hc.le (Real.cos_le_one x) (show 0 ≤ q + 2 by linarith)
    have h2 := mul_nonneg (show 0 ≤ q + 1 by linarith) (Real.rpow_pos_of_pos hc q).le
    have h3 := mul_nonneg (show 0 ≤ q + 2 by linarith) (sub_nonneg.2 h1)
    linarith
  have hB : IntegrableOn (fun x => (q + 2) - (q + 2) * cos x ^ (q + 2)) box :=
    (continuous_const.sub (continuous_const.mul hC)).integrableOn_Icc.mono_set
      Ioo_subset_Icc_self
  obtain ⟨c, hc⟩ : ∃ c : ℝ, c * (q + 1) = 1 :=
    ⟨_, inv_mul_cancel₀ (by linarith : q + 1 ≠ 0)⟩
  have hI : IntegrableOn (fun x => cos x ^ q) box := by
    refine Integrable.congr (Integrable.const_mul
      (Integrable.sub (hK.mono_set Ioo_subset_Ioc_self) hB) c) (ae_of_all _ fun x => ?_)
    change c * (((q + 2) - ((q + 2) * cos x ^ (q + 2) - (q + 1) * cos x ^ q)) -
      ((q + 2) - (q + 2) * cos x ^ (q + 2))) = cos x ^ q
    linear_combination cos x ^ q * hc
  have hI2 : IntegrableOn (fun x => cos x ^ (q + 2)) box :=
    hC.integrableOn_Icc.mono_set Ioo_subset_Icc_self
  have j1 := Integrable.const_mul hI2 (q + 2)
  have j2 := Integrable.const_mul hI (q + 1)
  have toI : ∀ f : ℝ → ℝ, IntegrableOn f box →
      IntervalIntegrable f volume (-(π / 2)) (π / 2) :=
    fun _ hf => (intervalIntegrable_iff_integrableOn_Ioo_of_le hlt.le).2 hf
  refine ⟨hI, ?_, ?_⟩
  · rw [← integral_Ioc_eq_integral_Ioo, ← intervalIntegral.integral_of_le hlt.le]
    exact intervalIntegral.intervalIntegral_pos_of_pos_on (toI _ hI)
      (fun x hx => Real.rpow_pos_of_pos (Real.cos_pos_of_mem_Ioo hx) q) hlt
  · -- the boundary terms of the antiderivative vanish
    have h := intervalIntegral.integral_eq_sub_of_hasDerivAt_of_le hlt.le hFc.continuousOn hF
      (toI _ (Integrable.sub j1 j2))
    rw [intervalIntegral.integral_of_le hlt.le, integral_Ioc_eq_integral_Ioo,
      integral_sub j1 j2, integral_const_mul, integral_const_mul] at h
    simp only [Real.cos_neg, Real.cos_pi_div_two,
      Real.zero_rpow (by linarith : q + 1 ≠ 0), mul_zero, sub_zero] at h
    linarith

/-- For `q ≤ -1` the function `cos^q` is not integrable over the box. -/
theorem not_integrableOn_cos_rpow {q : ℝ} (hq : q ≤ -1) :
    ¬ IntegrableOn (fun x => cos x ^ q) box := by
  intro h
  have hlt : -(π / 2) < π / 2 := by linarith [Real.pi_pos]
  have hm : Measurable (fun x : ℝ => (x - π / 2)⁻¹) := by fun_prop
  -- otherwise the smaller function `1/(π/2 - x)` would be integrable up to the wall
  have hi : IntervalIntegrable (fun x => (x - π / 2)⁻¹) volume (-(π / 2)) (π / 2) := by
    refine (intervalIntegrable_iff_integrableOn_Ioo_of_le hlt.le).2
      (Integrable.mono' h hm.aestronglyMeasurable
        ((ae_restrict_iff' measurableSet_Ioo).2 (ae_of_all _ fun x hx => ?_)))
    have hc : 0 < cos x := Real.cos_pos_of_mem_Ioo hx
    have hy : 0 < π / 2 - x := by linarith [hx.2]
    have hs : cos x ≤ π / 2 - x := by
      rw [← Real.sin_pi_div_two_sub]
      exact Real.sin_le hy.le
    rw [norm_inv, Real.norm_eq_abs, abs_sub_comm, abs_of_pos hy]
    refine (inv_anti₀ hc hs).trans ?_
    rw [← Real.rpow_neg_one]
    exact Real.rpow_le_rpow_of_exponent_ge hc (Real.cos_le_one x) hq
  rcases intervalIntegrable_sub_inv_iff.1 hi with h1 | h1
  · exact hlt.ne h1
  · exact h1 right_mem_uIcc

/-- For `p > 1/2` the variational energy is `p²/(2(2p-1))`. -/
theorem energy_eq {p : ℝ} (hp : 1 / 2 < p) : energy p = p ^ 2 / (2 * (2 * p - 1)) := by
  obtain ⟨i0, m0, -⟩ := cos_moment (q := 2 * p) (by linarith)
  obtain ⟨i2, -, r⟩ := cos_moment (q := 2 * p - 2) (by linarith)
  rw [show 2 * p - 2 + 2 = 2 * p by ring] at r
  have hnorm : ∫ x in box, trial p x ^ 2 = ∫ x in box, cos x ^ (2 * p) := by
    refine setIntegral_congr_fun measurableSet_Ioo fun x hx => ?_
    change (cos x ^ p) ^ 2 = cos x ^ (2 * p)
    rw [two_mul, Real.rpow_add (Real.cos_pos_of_mem_Ioo hx), sq]
  have hnum : ∫ x in box, trial p x * hamiltonian (trial p) x =
      ∫ x in box, (p ^ 2 / 2 * cos x ^ (2 * p) - p * (p - 1) / 2 * cos x ^ (2 * p - 2)) := by
    refine setIntegral_congr_fun measurableSet_Ioo fun x hx => ?_
    have hc : 0 < cos x := Real.cos_pos_of_mem_Ioo hx
    change trial p x * hamiltonian (trial p) x = _
    rw [hamiltonian_trial p hx, trial, show 2 * p - 2 = p + (p - 2) by ring, two_mul,
      Real.rpow_add hc, Real.rpow_add hc]
    ring
  rw [energy, hnum, hnorm, integral_sub (Integrable.const_mul i0 _)
    (Integrable.const_mul i2 _), integral_const_mul, integral_const_mul,
    div_eq_div_iff m0.ne' (by linarith)]
  linear_combination (-(p * (p - 1))) * r

/-- For `p > 1/2` the energy is at least `1/2`, with equality exactly at `p = 1`. -/
theorem energy_min {p : ℝ} (hp : 1 / 2 < p) :
    1 / 2 ≤ energy p ∧ (energy p = 1 / 2 ↔ p = 1) := by
  have hd : 0 < 2 * (2 * p - 1) := by linarith
  rw [energy_eq hp, le_div_iff₀ hd, div_eq_iff hd.ne']
  refine ⟨by nlinarith [sq_nonneg (p - 1)], fun h => ?_, fun h => by rw [h]; norm_num⟩
  have h0 : (p - 1) ^ 2 = 0 := by linear_combination h
  linarith [pow_eq_zero_iff (two_ne_zero) |>.1 h0]

/-- Inside the box, the squared deviation of the local energy from any reference `e`, weighted
by `ψ²`, is a combination of `cos^(2p)`, `cos^(2p-2)` and `cos^(2p-4)`. -/
theorem weighted_deviation (p e : ℝ) {x : ℝ} (hx : x ∈ box) :
    (localEnergy p x - e) ^ 2 * trial p x ^ 2 =
      (p ^ 2 / 2 - e) ^ 2 * cos x ^ (2 * p)
        - (p ^ 2 / 2 - e) * (p * (p - 1)) * cos x ^ (2 * p - 2)
        + (p * (p - 1) / 2) ^ 2 * cos x ^ (2 * p - 4) := by
  have hc : 0 < cos x := Real.cos_pos_of_mem_Ioo hx
  have hA : trial p x ≠ 0 := (Real.rpow_pos_of_pos hc p).ne'
  have h : (localEnergy p x - e) * trial p x = hamiltonian (trial p) x - e * trial p x := by
    rw [localEnergy, sub_mul, div_mul_cancel₀ _ hA]
  rw [← mul_pow, h, hamiltonian_trial p hx, trial,
    show 2 * p - 4 = (p - 2) + (p - 2) by ring, show 2 * p - 2 = p + (p - 2) by ring,
    two_mul, Real.rpow_add hc, Real.rpow_add hc, Real.rpow_add hc]
  ring

/-- For `1/2 < p ≤ 3/2` the local-energy variance is finite exactly at `p = 1`. -/
theorem finiteVariance_iff {p : ℝ} (hp : 1 / 2 < p) (hp' : p ≤ 3 / 2) :
    FiniteVariance p ↔ p = 1 := by
  unfold FiniteVariance
  constructor
  · intro hi
    by_contra h1
    have i0 := (cos_moment (q := 2 * p) (by linarith)).1
    have i2 := (cos_moment (q := 2 * p - 2) (by linarith)).1
    have hb : p * (p - 1) / 2 ≠ 0 :=
      div_ne_zero (mul_ne_zero (by linarith) (sub_ne_zero.2 h1)) two_ne_zero
    obtain ⟨c, hc⟩ : ∃ c : ℝ, c * (p * (p - 1) / 2) ^ 2 = 1 :=
      ⟨_, inv_mul_cancel₀ (pow_ne_zero 2 hb)⟩
    -- a finite variance would make the singular term `cos^(2p-4)` integrable
    refine not_integrableOn_cos_rpow (q := 2 * p - 4) (by linarith)
      (IntegrableOn.congr_fun (Integrable.const_mul (Integrable.add
        (Integrable.sub hi (Integrable.const_mul i0 ((p ^ 2 / 2 - energy p) ^ 2)))
        (Integrable.const_mul i2 ((p ^ 2 / 2 - energy p) * (p * (p - 1))))) c)
        (fun x hx => ?_) measurableSet_Ioo)
    change c * (((localEnergy p x - energy p) ^ 2 * trial p x ^ 2
      - (p ^ 2 / 2 - energy p) ^ 2 * cos x ^ (2 * p))
      + (p ^ 2 / 2 - energy p) * (p * (p - 1)) * cos x ^ (2 * p - 2)) = cos x ^ (2 * p - 4)
    rw [weighted_deviation p _ hx]
    linear_combination cos x ^ (2 * p - 4) * hc
  · rintro rfl
    -- at the exact exponent the local energy is constant
    refine IntegrableOn.congr_fun (f := fun _ => (0 : ℝ)) (integrable_zero _ _ _)
      (fun x hx => ?_) measurableSet_Ioo
    change (0 : ℝ) = (localEnergy 1 x - energy 1) ^ 2 * trial 1 x ^ 2
    rw [weighted_deviation 1 _ hx, (energy_min hp).2.2 rfl]
    norm_num

end

end BoxVarianceMinimization
```

```lean
#print axioms BoxVarianceMinimization.finiteVariance_iff
-- 'BoxVarianceMinimization.finiteVariance_iff' depends on axioms: [propext, Classical.choice, Quot.sound]
```

### From the derivatives to the divergence

`hamiltonian_trial` carries out the two differentiations. The formula for the first derivative holds in a neighbourhood of each interior point, which is what allows it to be differentiated again. The closing `linear_combination` inserts $\sin^2x+\cos^2x=1$.

`cos_moment` supplies integrability, positivity and the recurrence for $M(q)$. Its integrability argument differs from the comparison above. The function $(q+2)x-\sin x\,c^{q+1}$ is continuous up to the walls, and its derivative

$$(q+2)(1-c^{q+2})+(q+1)c^q$$

is nonnegative inside, so that derivative is integrable. Subtracting the bounded part and dividing by $q+1$ leaves $c^q$. The recurrence then follows from the fundamental theorem of calculus, with vanishing boundary terms.

`not_integrableOn_cos_rpow` is the comparison with $1/d$ at the right-hand wall. If $c^q$ were integrable for some $q\le-1$, the smaller function $1/(\pi/2-x)$ would be integrable too, which Mathlib's criterion for $(x-\pi/2)^{-1}$ rules out.

`energy_eq` rewrites numerator and denominator as moments and applies the recurrence at $q=2p-2$. `energy_min` clears the positive denominator, leaving the square $(p-1)^2$.

`weighted_deviation` is the three-term expansion, stated for an arbitrary reference energy `e`. In `finiteVariance_iff`, the forward direction assumes a finite variance and $p\ne1$. It removes the two integrable terms and divides by $b^2\ne0$, which would make $c^{2p-4}$ integrable, a contradiction. For the converse, putting $p=1$ and $E=1/2$ into the expansion makes the integrand zero throughout the box.
